# The relative sign of a monic real-rooted polynomial at 1 and −1 gives the parity of the number of roots between them

The declaration concerns a finite product of factors `X - C a` with real roots `a`, repeated roots allowed, none of them equal to 1 or −1. It states that the product of the polynomial's values at 1 and −1, multiplied by (−1)^n, is strictly positive, where n counts with multiplicity the roots strictly between −1 and 1. The two values therefore have opposite signs exactly when n is odd. The statement is purely algebraic and assumes no particular physical model. The proof is by induction on the multiset of roots, splitting on whether the added root lies inside the interval, and multiplies the induction hypothesis by a positive factor.

This version doesn't compile in Lean 4 with Mathlib:

```lean
import Mathlib

open Polynomial Matrix

namespace LinearFactorsSign

noncomputable section

/-- For a product of linear factors `X - a` with no `a` equal to `1` or `-1`, the relative sign
of the values at `1` and `-1` is `(-1)^n`, where `n` counts the factors with `a` in `(-1, 1)`. -/
theorem linear_factors_sign (s : Multiset ℝ) (hs : ∀ a ∈ s, a ≠ 1 ∧ a ≠ -1) :
    0 < (-1 : ℝ) ^ (s.filter (fun x => -1 < x ∧ x < 1)).card *
      ((s.map (fun a => X - C a)).prod.eval 1 * (s.map (fun a => X - C a)).prod.eval (-1)) := by
  induction s using Multiset.induction_on with
  | empty => simp
  | cons a s ih =>
    have ih' := ih (fun b hb => hs b (Multiset.mem_cons_of_mem hb))
    obtain ⟨h1, h2⟩ := hs a (Multiset.mem_cons_self a s)
    simp only [Multiset.map_cons, Multiset.prod_cons, eval_mul, eval_sub, eval_X, eval_C]
    by_cases h : -1 < a ∧ a < 1
    · -- a root inside the interval reverses the relative sign
      rw [Multiset.filter_cons_of_pos _ h, Multiset.card_cons, pow_succ]
      have hp : 0 < (1 - a) * (1 + a) := mul_pos (by linarith [h.2]) (by linarith [h.1])
      refine lt_of_lt_of_eq (mul_pos hp ih') ?_
      ring
    · -- a root outside leaves it unchanged
      rw [Multiset.filter_cons_of_neg _ h]
      have hp : 0 < (1 - a) * (-1 - a) := by
        rcases lt_or_gt_of_ne h1 with h3 | h3
        · rcases lt_or_gt_of_ne h2 with h4 | h4
          · exact mul_pos (by linarith) (by linarith)
          · exact absurd ⟨h4, h3⟩ h
        · exact mul_pos_of_neg_of_neg (by linarith) (by linarith)
      refine lt_of_lt_of_eq (mul_pos hp ih') ?_
      ring

end

end LinearFactorsSign
```

Messages:

```
Main.lean:22:10: error(lean.synthInstanceFailed): failed to synthesize instance of type class
  DecidablePred (And (-1 < a))

Hint: Type class instance resolution failures can be inspected with the `set_option trace.Meta.synthInstance true` command.
Main.lean:27:10: error(lean.synthInstanceFailed): failed to synthesize instance of type class
  DecidablePred (And (-1 < a))

Hint: Type class instance resolution failures can be inspected with the `set_option trace.Meta.synthInstance true` command.
```

This version goes through:

```diff
@@ -20,10 +20,11 @@
     by_cases h : -1 < a ∧ a < 1
     · -- a root inside the interval reverses the relative sign
-      rw [Multiset.filter_cons_of_pos _ h, Multiset.card_cons, pow_succ]
+      rw [Multiset.filter_cons_of_pos (p := fun x : ℝ => -1 < x ∧ x < 1) s h,
+        Multiset.card_cons, pow_succ]
       have hp : 0 < (1 - a) * (1 + a) := mul_pos (by linarith [h.2]) (by linarith [h.1])
       refine lt_of_lt_of_eq (mul_pos hp ih') ?_
       ring
     · -- a root outside leaves it unchanged
-      rw [Multiset.filter_cons_of_neg _ h]
+      rw [Multiset.filter_cons_of_neg (p := fun x : ℝ => -1 < x ∧ x < 1) s h]
       have hp : 0 < (1 - a) * (-1 - a) := by
         rcases lt_or_gt_of_ne h1 with h3 | h3
```

Diagnosis. Both errors have the same origin. `Multiset.filter_cons_of_pos` and `Multiset.filter_cons_of_neg` take a proof that a predicate `p` holds, or fails, at the added element. Here `p` is implicit, and Lean had to recover it from `h`, which concerns `-1 < a ∧ a < 1`. This conjunction is `And (-1 < a)` applied to `a < 1`, so Lean took `And (-1 < a)` as the predicate and the proposition `a < 1` as the element. That is a predicate on propositions, not on real numbers. The lemmas also need `p` to be decidable, and Lean found no instance of `DecidablePred (And (-1 < a))`, which would have to decide the conjunction of `-1 < a` with an arbitrary proposition.

The repair gives `p` explicitly as `fun x : ℝ => -1 < x ∧ x < 1`, the predicate in the theorem's filter. `h` then fits with `a` as the element, and the rewrite matches the goal. Writing `s` in place of `_` is mere tidying, as is the line break in the first rewrite.
